# The mean product of two Pauli-string estimators under uniformly random local Pauli measurements

**Question.** If I estimate the terms of a qubit Hamiltonian from the same random-basis shots and add their variances as if the terms were independent, my error bar can be wrong: the estimators are computed from the same shots, so they may be correlated. Their covariance follows from the mean of the product of two estimators.

Each qubit of a state $\rho$ is measured in a basis drawn uniformly from X, Y, Z, independently of the other qubits. A Pauli string $P$ is estimated by $3^{\text{weight}(P)}$ times the product of the outcomes on its support if the bases match $P$ there, and by zero otherwise. I believe that for two strings $P,Q$ the product of the estimators has mean $3^k\,\mathrm{tr}(\rho PQ)$ if the strings commute qubit by qubit, with $k$ the number of shared support sites, and mean zero if they don't. Can this be made rigorous and machine-checked?

**Answer.** Yes. The estimators and the measurement projectors factorize over the sites, even if $\rho$ does not, and a single site leaves only four cases.

### From the joint probability to one-site averages

Let $n$ be the number of qubits and $P_i$ the letter of $P$ at site $i$, either $1$ or a Pauli matrix $\sigma_a$. A shot consists of bases $b_i$ and outcome bits $s_i$, where bit $s$ stands for the measured value $(-1)^s$. With the projectors $\Pi_{c,s}=\tfrac12\left(1+(-1)^s\sigma_c\right)$, the Born rule and the uniform choice of bases give

$$\Pr(b,s)=3^{-n}\,\mathrm{tr}\Big(\rho\bigotimes_i \Pi_{b_i,s_i}\Big).$$

The estimator is a product over sites, $\hat P(b,s)=\prod_i e_{P_i}(b_i,s_i)$, with

$$e_1(c,s)=1,\qquad e_{\sigma_a}(c,s)=3\,\delta_{ac}(-1)^s .$$

Each support site supplies a factor 3 and its outcome, and one mismatch makes the product zero. Summing $\Pr(b,s)\,\hat P\hat Q$ over all bases and outcomes, and moving the sums inside the tensor product, gives

$$\mathbb E[\hat P\hat Q]=\mathrm{tr}\Big(\rho\bigotimes_i M(P_i,Q_i)\Big),\qquad M(p,q)=\frac13\sum_{c,s}e_p(c,s)\,e_q(c,s)\,\Pi_{c,s}.$$

Since $\Pi_{c,0}+\Pi_{c,1}=1$ and $\Pi_{c,0}-\Pi_{c,1}=\sigma_c$, the cases are:

- $M(1,1)=\frac13\sum_c 1=1$.
- $M(\sigma_a,1)=M(1,\sigma_a)=\frac13\cdot3\,(\Pi_{a,0}-\Pi_{a,1})=\sigma_a$.
- $M(\sigma_a,\sigma_a)=\frac13\cdot9\,(\Pi_{a,0}+\Pi_{a,1})=3\cdot1=3\,\sigma_a\sigma_a$.
- $M(\sigma_a,\sigma_b)=0$ for $a\neq b$, because no basis matches both letters.

Only in the last case do the letters fail to commute. If they commute at every site, the tensor product is $3^k PQ$; if they fail to at one site, it is zero.

Commutation of the full strings is not enough. $X\otimes X$ and $Y\otimes Y$ commute, yet their estimators are never nonzero in the same shot.

Taking $Q=1$ gives $\mathbb E[\hat P]=\mathrm{tr}(\rho P)$, so the estimator is unbiased. Taking $Q=P$ gives $\mathbb E[\hat P^2]=3^{\text{weight}(P)}\,\mathrm{tr}\,\rho$, because $P^2=1$.

### What the Lean theorems say

The main theorem, `mean_estimator_mul`, consists of two implications, one for `QubitwiseCommute P Q` and one for its negation. `mean_estimator` and `mean_estimator_sq` are the two special cases just given.

- A string is a function `Fin n → Option (Fin 3)`: `none` is the identity, and `some 0`, `some 1`, `some 2` are X, Y, Z. The operator is `pauliString P`, a matrix indexed by bit strings.
- `QubitwiseCommute` demands that the actual $2\times2$ matrices commute at every site.
- `estimator` is defined globally, as in the question, with the matching test on `supp P`. Its factorization is proved.
- `prob` contains the Born rule and the uniform bases by definition, and `mean` is the finite sum over bases and outcomes. The exponent $k$ is `(supp P ∩ supp Q).card`.
- `ρ` is an arbitrary complex matrix, since the identity is linear in it. For a density matrix, `prob` is a probability distribution and $\mathrm{tr}\,\rho=1$.

The model has ideal projective measurements on finitely many qubits and describes a single shot. Readout noise and non-uniform basis choices are not covered.

```lean
import Mathlib

open Matrix

namespace RandomPauliMeasurement

noncomputable section

variable {n : ℕ}

/-- The Pauli matrices X, Y, Z, numbered 0, 1, 2. -/
def sigma (a : Fin 3) : Matrix (Fin 2) (Fin 2) ℂ :=
  ![!![0, 1; 1, 0], !![0, -Complex.I; Complex.I, 0], !![1, 0; 0, -1]] a

/-- The one-qubit matrix of a letter: the identity or a Pauli matrix. -/
def letter : Option (Fin 3) → Matrix (Fin 2) (Fin 2) ℂ
  | none => 1
  | some a => sigma a

/-- The tensor product of one-qubit matrices, in the basis of bit strings. -/
def tensor (A : Fin n → Matrix (Fin 2) (Fin 2) ℂ) :
    Matrix (Fin n → Fin 2) (Fin n → Fin 2) ℂ :=
  Matrix.of fun x y => ∏ i, A i (x i) (y i)

/-- The n-qubit operator of a Pauli string. -/
def pauliString (P : Fin n → Option (Fin 3)) :
    Matrix (Fin n → Fin 2) (Fin n → Fin 2) ℂ :=
  tensor fun i => letter (P i)

/-- The sites where a Pauli string is not the identity. -/
def supp (P : Fin n → Option (Fin 3)) : Finset (Fin n) :=
  Finset.univ.filter fun i => P i ≠ none

/-- Two strings commute qubit-wise if their letters commute at every site. -/
def QubitwiseCommute (P Q : Fin n → Option (Fin 3)) : Prop :=
  ∀ i, Commute (letter (P i)) (letter (Q i))

/-- The measured value, +1 or -1, belonging to an outcome bit. -/
def sign (s : Fin 2) : ℂ := if s = 0 then 1 else -1

/-- The projector (1 ± σ)/2 for one outcome of a one-qubit Pauli measurement. -/
def localProj (c : Fin 3) (s : Fin 2) : Matrix (Fin 2) (Fin 2) ℂ :=
  (1 / 2 : ℂ) • (1 + sign s • sigma c)

/-- The joint probability of drawing the bases b uniformly and finding the outcomes s. -/
def prob (ρ : Matrix (Fin n → Fin 2) (Fin n → Fin 2) ℂ)
    (b : Fin n → Fin 3) (s : Fin n → Fin 2) : ℂ :=
  (1 / 3) ^ n * (ρ * tensor fun i => localProj (b i) (s i)).trace

/-- The mean of a function of the random bases and the outcomes. -/
def mean (ρ : Matrix (Fin n → Fin 2) (Fin n → Fin 2) ℂ)
    (f : (Fin n → Fin 3) → (Fin n → Fin 2) → ℂ) : ℂ :=
  ∑ b, ∑ s, prob ρ b s * f b s

/-- The estimator of P: 3^weight times the product of outcomes on the support of P
if the bases match P there, and zero otherwise. -/
def estimator (P : Fin n → Option (Fin 3)) (b : Fin n → Fin 3) (s : Fin n → Fin 2) : ℂ :=
  if ∀ i ∈ supp P, P i = some (b i) then
    3 ^ (supp P).card * ∏ i ∈ supp P, sign (s i) else 0

/-- The factor that one site contributes to an estimator. -/
def localEst : Option (Fin 3) → Fin 3 → Fin 2 → ℂ
  | none, _, _ => 1
  | some a, c, s => if a = c then 3 * sign s else 0

/-- The one-site average of the projectors weighted with two estimator factors. -/
def localMean (p q : Option (Fin 3)) : Matrix (Fin 2) (Fin 2) ℂ :=
  ∑ c, ∑ s, (1 / 3 * (localEst p c s * localEst q c s)) • localProj c s

/-- Tensor products multiply site by site. -/
theorem tensor_mul (A B : Fin n → Matrix (Fin 2) (Fin 2) ℂ) :
    tensor A * tensor B = tensor fun i => A i * B i := by
  ext x y
  simp only [tensor, Matrix.mul_apply, Matrix.of_apply, ← Finset.prod_mul_distrib]
  rw [Finset.prod_univ_sum, Fintype.piFinset_univ]

/-- A sum of tensor products over all configurations is the tensor product of local sums. -/
theorem tensor_sum {κ : Type} [Fintype κ] [DecidableEq κ]
    (A : Fin n → κ → Matrix (Fin 2) (Fin 2) ℂ) :
    ∑ z : Fin n → κ, tensor (fun i => A i (z i)) = tensor fun i => ∑ k, A i k := by
  ext x y
  simp only [tensor, Matrix.sum_apply, Matrix.of_apply]
  rw [Finset.prod_univ_sum, Fintype.piFinset_univ]

/-- The tensor product of one-qubit identities is the identity. -/
theorem tensor_one : tensor (fun _ : Fin n => 1) = 1 := by
  ext x y
  simp only [tensor, Matrix.of_apply]
  by_cases h : x = y
  · subst h
    simp
  · obtain ⟨i, hi⟩ := Function.ne_iff.mp h
    rw [Matrix.one_apply_ne h]
    exact Finset.prod_eq_zero (Finset.mem_univ i) (Matrix.one_apply_ne hi)

/-- Each Pauli matrix squares to one, and two different ones do not commute. -/
theorem sigma_relations : (∀ a, sigma a * sigma a = 1) ∧
    ∀ a b, a ≠ b → ¬ Commute (sigma a) (sigma b) := by
  constructor
  · intro a
    fin_cases a <;> ext i j <;> fin_cases i <;> fin_cases j <;>
      simp [sigma, Matrix.mul_apply, Fin.sum_univ_two]
  · intro a b
    -- one entry of the two products already differs
    fin_cases a <;> fin_cases b <;> intro hab h <;> first
      | exact absurd rfl hab
      | (have e := congrArg (fun M : Matrix (Fin 2) (Fin 2) ℂ => M 0 0) h.eq
         norm_num [sigma, Matrix.mul_apply, Fin.sum_univ_two, Complex.ext_iff] at e
         done)
      | (have e := congrArg (fun M : Matrix (Fin 2) (Fin 2) ℂ => M 0 1) h.eq
         norm_num [sigma, Matrix.mul_apply, Fin.sum_univ_two, Complex.ext_iff] at e)

/-- The estimator is a product of one-site factors. -/
theorem estimator_eq_prod (P : Fin n → Option (Fin 3)) (b : Fin n → Fin 3)
    (s : Fin n → Fin 2) : estimator P b s = ∏ i, localEst (P i) (b i) (s i) := by
  unfold estimator
  split_ifs with h
  · rw [← Finset.prod_const, ← Finset.prod_mul_distrib]
    conv_lhs => unfold supp
    rw [Finset.prod_filter]
    refine Finset.prod_congr rfl fun i _ => ?_
    rcases hp : P i with _ | a
    · simp [localEst]
    · have hm := h i (by simp [supp, hp])
      rw [hp] at hm
      have ha : a = b i := Option.some.inj hm
      simp [localEst, ha]
  · -- a single mismatched site makes the product vanish
    simp only [not_forall] at h
    obtain ⟨i, hi, hne⟩ := h
    symm
    apply Finset.prod_eq_zero (Finset.mem_univ i)
    rcases hp : P i with _ | a
    · simp [supp, hp] at hi
    · have ha : a ≠ b i := fun e => hne (by rw [hp, e])
      simp [localEst, ha]

/-- The one-site average is the product of the two letters, times 3 if neither is the
identity, when they commute; it is zero when they do not. -/
theorem localMean_eq (p q : Option (Fin 3)) :
    (Commute (letter p) (letter q) → localMean p q =
      (if p ≠ none ∧ q ≠ none then (3 : ℂ) else 1) • (letter p * letter q)) ∧
    (¬ Commute (letter p) (letter q) → localMean p q = 0) := by
  have h0 : sign 0 = 1 := by simp [sign]
  have h1 : sign 1 = -1 := by simp [sign]
  have hcomm : ∀ p q, localMean p q = localMean q p := fun p q =>
    Finset.sum_congr rfl fun c _ => Finset.sum_congr rfl fun s _ => by
      rw [mul_comm (localEst p c s)]
  -- only the matching basis contributes
  have hsome : ∀ a q, localMean (some a) q =
      ∑ s, (1 / 3 * (3 * sign s * localEst q a s)) • localProj a s := by
    intro a q
    unfold localMean
    rw [Finset.sum_eq_single a]
    · simp only [localEst, ↓reduceIte]
    · intro c _ hc
      simp [localEst, hc.symm]
    · intro h
      exact absurd (Finset.mem_univ a) h
  have hone : ∀ a, localMean (some a) none = sigma a := by
    intro a
    rw [hsome]
    simp only [Fin.sum_univ_two, localEst, localProj, h0, h1]
    module
  rcases p with _ | a <;> rcases q with _ | b
  · refine ⟨fun _ => ?_, fun h => (h (Commute.refl _)).elim⟩
    rw [if_neg (by simp)]
    simp only [localMean, localEst, localProj, letter, Fin.sum_univ_three,
      Fin.sum_univ_two, h0, h1, mul_one]
    module
  · refine ⟨fun _ => ?_, fun h => (h (Commute.one_left _)).elim⟩
    rw [hcomm, hone, if_neg (by simp)]
    simp [letter]
  · refine ⟨fun _ => ?_, fun h => (h (Commute.one_right _)).elim⟩
    rw [hone, if_neg (by simp)]
    simp [letter]
  · by_cases hab : a = b
    · subst hab
      refine ⟨fun _ => ?_, fun h => (h (Commute.refl _)).elim⟩
      rw [hsome, if_pos (by simp)]
      simp only [letter, sigma_relations.1, Fin.sum_univ_two, localEst, localProj,
        h0, h1, ↓reduceIte]
      module
    · refine ⟨fun h => (sigma_relations.2 a b hab h).elim, fun _ => ?_⟩
      rw [hsome]
      simp [localEst, Ne.symm hab]

/-- The mean product of two estimators is the trace of ρ with the tensor product of the
one-site averages. -/
theorem mean_mul_eq_trace (ρ : Matrix (Fin n → Fin 2) (Fin n → Fin 2) ℂ)
    (P Q : Fin n → Option (Fin 3)) :
    mean ρ (fun b s => estimator P b s * estimator Q b s) =
      (ρ * tensor fun i => localMean (P i) (Q i)).trace := by
  have h : tensor (fun i => localMean (P i) (Q i)) = ∑ b : Fin n → Fin 3,
      ∑ s : Fin n → Fin 2, ((1 / 3) ^ n * (estimator P b s * estimator Q b s)) •
        tensor (fun i => localProj (b i) (s i)) := by
    refine (tensor_sum (fun i c => ∑ t, (1 / 3 * (localEst (P i) c t *
      localEst (Q i) c t)) • localProj c t)).symm.trans ?_
    refine Finset.sum_congr rfl fun b _ => ?_
    refine (tensor_sum (fun i t => (1 / 3 * (localEst (P i) (b i) t *
      localEst (Q i) (b i) t)) • localProj (b i) t)).symm.trans ?_
    refine Finset.sum_congr rfl fun s _ => ?_
    ext x y
    simp only [tensor, Matrix.of_apply, Matrix.smul_apply, smul_eq_mul, estimator_eq_prod,
      Finset.prod_mul_distrib, Finset.prod_const, Finset.card_univ, Fintype.card_fin]
  rw [h]
  simp only [mean, prob, Matrix.mul_sum, Matrix.trace_sum, Matrix.mul_smul,
    Matrix.trace_smul, smul_eq_mul]
  refine Finset.sum_congr rfl fun b _ => Finset.sum_congr rfl fun s _ => ?_
  ring

/-- The product of the estimators of P and Q has mean 3^k tr(ρPQ), with k the number of
shared support sites, if P and Q commute qubit-wise, and mean zero otherwise. -/
theorem mean_estimator_mul (ρ : Matrix (Fin n → Fin 2) (Fin n → Fin 2) ℂ)
    (P Q : Fin n → Option (Fin 3)) :
    (QubitwiseCommute P Q → mean ρ (fun b s => estimator P b s * estimator Q b s) =
      3 ^ (supp P ∩ supp Q).card * (ρ * (pauliString P * pauliString Q)).trace) ∧
    (¬ QubitwiseCommute P Q →
      mean ρ (fun b s => estimator P b s * estimator Q b s) = 0) := by
  rw [mean_mul_eq_trace]
  constructor
  · intro h
    have hT : tensor (fun i => localMean (P i) (Q i)) =
        (3 : ℂ) ^ (supp P ∩ supp Q).card • (pauliString P * pauliString Q) := by
      have hc : supp P ∩ supp Q =
          Finset.univ.filter (fun i => P i ≠ none ∧ Q i ≠ none) := by
        ext i
        simp [supp]
      -- each shared site supplies one factor 3
      rw [hc, ← Finset.prod_const, Finset.prod_filter]
      unfold pauliString
      rw [tensor_mul]
      ext x y
      simp only [tensor, Matrix.smul_apply, Matrix.of_apply, smul_eq_mul,
        ← Finset.prod_mul_distrib]
      refine Finset.prod_congr rfl fun i _ => ?_
      rw [(localMean_eq _ _).1 (h i), Matrix.smul_apply, smul_eq_mul]
    rw [hT, Matrix.mul_smul, Matrix.trace_smul, smul_eq_mul]
  · intro h
    -- one non-commuting site annihilates the whole tensor product
    obtain ⟨i, hi⟩ := not_forall.mp h
    have hT : tensor (fun i => localMean (P i) (Q i)) = 0 := by
      ext x y
      simp only [tensor, Matrix.of_apply, Matrix.zero_apply]
      exact Finset.prod_eq_zero (Finset.mem_univ i)
        (by rw [(localMean_eq _ _).2 hi]; rfl)
    rw [hT, Matrix.mul_zero, Matrix.trace_zero]

/-- The estimator of P has mean tr(ρP). -/
theorem mean_estimator (ρ : Matrix (Fin n → Fin 2) (Fin n → Fin 2) ℂ)
    (P : Fin n → Option (Fin 3)) :
    mean ρ (estimator P) = (ρ * pauliString P).trace := by
  have h := (mean_estimator_mul ρ P (fun _ => none)).1 (fun _ => Commute.one_right _)
  have hI : pauliString (fun _ : Fin n => none) = 1 := tensor_one
  have hs : supp (fun _ : Fin n => none) = ∅ := by simp [supp]
  have he : ∀ b s, estimator (fun _ : Fin n => none) b s = 1 := by
    intro b s
    simp [estimator_eq_prod, localEst]
  simpa only [hI, hs, he, mul_one, Finset.inter_empty, Finset.card_empty, pow_zero,
    one_mul, Matrix.mul_one] using h

/-- The second moment of the estimator of P is 3^weight(P) times the trace of ρ. -/
theorem mean_estimator_sq (ρ : Matrix (Fin n → Fin 2) (Fin n → Fin 2) ℂ)
    (P : Fin n → Option (Fin 3)) :
    mean ρ (fun b s => estimator P b s ^ 2) = 3 ^ (supp P).card * ρ.trace := by
  have h := (mean_estimator_mul ρ P P).1 (fun _ => Commute.refl _)
  have hl : ∀ p, letter p * letter p = 1 := by
    intro p
    rcases p with _ | a
    · simp [letter]
    · exact sigma_relations.1 a
  have hP : pauliString P * pauliString P = 1 := by
    unfold pauliString
    rw [tensor_mul]
    exact (congrArg tensor (funext fun i => hl (P i))).trans tensor_one
  rw [hP, Finset.inter_self, Matrix.mul_one] at h
  simpa only [pow_two] using h

end

end RandomPauliMeasurement
```

```lean
#print axioms RandomPauliMeasurement.mean_estimator_mul
#print axioms RandomPauliMeasurement.mean_estimator
#print axioms RandomPauliMeasurement.mean_estimator_sq
```

```
'RandomPauliMeasurement.mean_estimator_mul' depends on axioms: [propext, Classical.choice, Quot.sound]
'RandomPauliMeasurement.mean_estimator' depends on axioms: [propext, Classical.choice, Quot.sound]
'RandomPauliMeasurement.mean_estimator_sq' depends on axioms: [propext, Classical.choice, Quot.sound]
```

### How the proof follows the calculation

`tensor_mul` and `tensor_sum` are the distributive law, applied entry by entry: a product over sites of local sums equals a sum over configurations of products. `estimator_eq_prod` splits on whether the bases match. If they do, the factors agree site by site; if not, the mismatched site supplies a zero.

`localMean_eq` is the four-case table. Inside it, `hsome` keeps only the matching basis, `hone` computes $M(\sigma_a,1)=\sigma_a$, and `hcomm` supplies the mirrored case. The tactic `module` closes the remaining linear identities between matrices. `sigma_relations` provides $\sigma_a^2=1$ and shows that different Pauli matrices don't commute, by exhibiting an entry in which the two products differ.

`mean_mul_eq_trace` uses `tensor_sum` twice, once for the bases and once for the outcomes, and then pulls the sums out of the trace. In `mean_estimator_mul`, the commuting case collects one factor 3 per shared site. In the other case, a site with zero average makes every entry of the tensor product vanish. The two special cases also use `tensor_one`, which says that the tensor product of identities is the identity.

### Two qubits in the state $|00\rangle$

Take $P=Z\otimes1$ and $Q=Z\otimes Z$. They share one site and $PQ=1\otimes Z$, so the formula gives $3^1\cdot1=3$. Directly, both estimators are nonzero only if both bases are Z, which has probability $1/9$. Then $\hat P=3$ and $\hat Q=9$, and the mean product is $27/9=3$.

Both expectation values are 1, so the covariance is $3-1=2$. The single-shot variances are $3-1=2$ and $9-1=8$. The estimator of $H=P+Q$ therefore has variance $2+8+2\cdot2=14$, whereas adding the variances alone would give 10.

### Error bars for a Hamiltonian

For a Hamiltonian $H=\sum_j c_jP_j$ with real coefficients, such as an electronic Hamiltonian in a finite orbital basis mapped to qubits, these moments give the single-shot variance of the energy estimator under ideal, uniformly random local measurements:

$$\mathrm{Var}=\sum_{j,l}c_jc_l\,\mathbb E[\hat P_j\hat P_l]-\big(\mathrm{tr}\,\rho H\big)^2 .$$

For $N$ independent shots, the variance of the average is this number divided by $N$.

In code this is a double loop over the strings. A pair is skipped if some site carries two different non-identity letters. Otherwise one counts the shared sites, erases the letters there, merges what remains into the string $P_jP_l$, and multiplies its expectation value by $3^k$. A skipped pair contributes zero to the double sum, but its covariance is $-\mathrm{tr}(\rho P_j)\,\mathrm{tr}(\rho P_l)$, which need not vanish; the subtracted square accounts for it.
